# The overlap of two resonant Lorentzian lines is $1/(\pi(a+b))$, which caps the golden-rule Purcell factor as the cavity alone is narrowed

Let $L_w(x) = (w/\pi)/(x^2+w^2)$ be the Lorentzian line of half-width $w$, with $x$ the frequency measured from the line centre. For a cavity half-width $a>0$ and an emitter half-width $b>0$, with both lines at the same centre,

$$O(a,b) = \int_{-\infty}^{\infty} L_a(x)\,L_b(x)\,dx = \frac{1}{\pi(a+b)} < \frac{1}{\pi b},$$

and $O(a,b)\to 1/(\pi b)$ as $a\to 0^+$. If the emission rate into the cavity mode is taken to be the golden-rule value $2\pi g^2\,O(a,b)$, with coupling $g\neq 0$ and $\hbar=1$, its ratio to a background rate $\gamma_0>0$ is $F = 2g^2/(\gamma_0(a+b))$, which stays below $2g^2/(\gamma_0 b)$. For one emitter and one mode in this rate model, narrowing the cavity of a microcavity light source or nanolaser at fixed $g$, $\gamma_0$ and $b$ raises the enhancement only marginally once $a\ll b$. The counterexamples given below for removed hypotheses, and the comments on the physics of the rate model, are ordinary reasoning and not statements of the Lean code.

```lean
import Mathlib

open Real MeasureTheory Filter Topology

namespace LorentzianOverlap

noncomputable section
```

## Line shape, common centre and the golden-rule rate

Three assumptions sit in definitions. The first is the line shape. `lorentzian w x` is $L_w(x)$; `w` is the half-width at half maximum, so the full width is $2w$, and `x` is an angular frequency, equivalently an energy since $\hbar=1$.

```lean
/-- Lorentzian line shape of half-width `w` centred at zero frequency. -/
def lorentzian (w x : ℝ) : ℝ := (w / π) / (x ^ 2 + w ^ 2)
```

The second is resonance: `overlap a b` uses the same `x` in both factors. The integral `∫ x` is the Lebesgue integral over all of $\mathbb{R}$, so detunings reach $-\infty$, an idealisation suited to lines much narrower than their centre frequency.

```lean
/-- Spectral overlap of a cavity line of half-width `a` with an emitter line of half-width `b`
at the same centre frequency. -/
def overlap (a b : ℝ) : ℝ := ∫ x, lorentzian a x * lorentzian b x
```

The third is the rate law, which is postulated and not derived from emitter–field dynamics. The real constant `g` stands for the coupling between the emitter transition and the cavity mode, and `γ₀` for the emission rate without the cavity. The expression $2\pi g^2\,O$ describes incoherent transfer at weak coupling; vacuum Rabi oscillation, which appears when $|g|$ is comparable to or larger than $a+b$, and reabsorption of the photon, which matters when the cavity loss rate $2a$ is no longer large compared with the transfer rate $2\pi g^2\,O$, are absent from it. At fixed $g\neq0$ the limit $a\to0^+$ therefore lies outside the range where the rate law is valid, and is taken below as a limit of the formula. The familiar Purcell formula in terms of quality factor and mode volume corresponds to $b\ll a$, with $g^2/\gamma_0$ computed from the mode for an aligned emitter at the field maximum; here $g$, $\gamma_0$ and $b$ are treated as independent parameters, although for a real emitter the decay itself broadens the line, so that $b\ge\gamma_0/2$.

```lean
/-- Purcell factor (with ħ = 1): the golden-rule rate `2π g²` times the overlap, divided by the
background emission rate `γ₀`. -/
def purcellFactor (g γ₀ a b : ℝ) : ℝ := 2 * π * g ^ 2 * overlap a b / γ₀
```

## Positive half-width

A positive width means a finite photon lifetime for the cavity and a finite coherence time for the emitter. By hand it gives the area and the peak height. Write $L_w(x) = \frac{1}{\pi w}\,\frac{1}{1+(x/w)^2}$ and substitute $u=x/w$, $dx = w\,du$. Because $w>0$ the limits keep their order, and

$$\int L_w\,dx = \frac{1}{\pi w}\; w\int_{-\infty}^{\infty}\frac{du}{1+u^2} = \frac{1}{\pi w}\,w\,\pi = 1 .$$

In `lorentzian_normalised`, `hform` is the rewriting, `hint` transfers integrability from $1/(1+u^2)$, and `hval` is the substitution. Mathlib's change of variables produces the factor `|w|`, and `abs_of_pos hw` is the place where the sign of $w$ enters; `integral_univ_inv_one_add_sq` supplies $\pi$.

```lean
/-- A Lorentzian of positive half-width is integrable and has unit area. -/
theorem lorentzian_normalised {w : ℝ} (hw : 0 < w) :
    Integrable (lorentzian w) ∧ ∫ x, lorentzian w x = 1 := by
  have hpi := pi_pos
  -- rescale to the standard profile 1/(1 + u²) with u = x/w
  have hform : lorentzian w = fun x => (π * w)⁻¹ * (1 + (x / w) ^ 2)⁻¹ := by
    funext x
    have hp : 0 < x ^ 2 + w ^ 2 := by positivity
    have h : 1 + (x / w) ^ 2 = (x ^ 2 + w ^ 2) / w ^ 2 := by
      field_simp
      ring
    rw [h]
    unfold lorentzian
    field_simp
  have hint : Integrable (fun x : ℝ => (1 + (x / w) ^ 2)⁻¹) :=
    integrable_inv_one_add_sq.comp_div hw.ne'
  have hval : ∫ x : ℝ, (1 + (x / w) ^ 2)⁻¹ = |w| • ∫ x : ℝ, (1 + x ^ 2)⁻¹ :=
    Measure.integral_comp_div (fun x : ℝ => (1 + x ^ 2)⁻¹) w
  rw [hform]
  refine ⟨hint.const_mul _, ?_⟩
  show ∫ x : ℝ, (π * w)⁻¹ * (1 + (x / w) ^ 2)⁻¹ = 1
  rw [integral_const_mul, hval, integral_univ_inv_one_add_sq, abs_of_pos hw, smul_eq_mul]
  field_simp
```

Since $x^2+w^2\ge w^2>0$ and $w/\pi>0$, one has $0<L_w(x)\le (w/\pi)/w^2 = 1/(\pi w)$. `lorentzian_bounds` is this comparison of denominators.

```lean
/-- A Lorentzian of half-width `w > 0` is positive and never exceeds `1/(π w)`. -/
theorem lorentzian_bounds {w : ℝ} (hw : 0 < w) (x : ℝ) :
    0 < lorentzian w x ∧ lorentzian w x ≤ 1 / (π * w) := by
  have hpi := pi_pos
  unfold lorentzian
  refine ⟨by positivity, ?_⟩
  calc w / π / (x ^ 2 + w ^ 2) ≤ w / π / w ^ 2 :=
        div_le_div_of_nonneg_left (by positivity) (by positivity) (by nlinarith [sq_nonneg x])
    _ = 1 / (π * w) := by field_simp
```

For $w<0$ the line is $-L_{|w|}$, negative with area $-1$. For $w=0$ it vanishes at every $x\ne0$ and has area $0$: the delta function that a physicist associates with zero width is not a member of the family.

## A non-negative cavity spectrum of unit area

The cap $1/(\pi b)$ needs less than a Lorentzian cavity. Let $\rho(x)$ be any integrable spectrum with $\rho\ge0$ and $\int\rho\,dx=1$, and let the emitter line be centred at any frequency $\delta$. Physically, $\rho$ is the density of states of a single mode. Multiplying the peak bound by $\rho(x)\ge0$ preserves its direction, and integrating gives

$$\int\rho(x)\,L_b(x-\delta)\,dx \le \frac{1}{\pi b}\int\rho\,dx = \frac{1}{\pi b}.$$

In `overlap_cap_general`, `h0` yields the pointwise bound `hle` and also identifies the norm of the product with the product. `hρ` makes the dominating function $\rho/(\pi b)$ integrable, and `hint.mono'` passes integrability to the product. `integral_mono` integrates the inequality, and `h1` is used once, in the last line. Mathlib assigns the value $0$ to the integral of a non-integrable function, so the integrability stated in the conclusion is what makes the bound one on a true integral (and `hρ` already follows from `h1`).

```lean
/-- For any non-negative cavity spectrum `ρ` of unit area and an emitter line of half-width `b > 0`
centred at any frequency `δ`, the product is integrable and the overlap is at most `1/(π b)`. -/
theorem overlap_cap_general {ρ : ℝ → ℝ} (hρ : Integrable ρ) (h0 : ∀ x, 0 ≤ ρ x)
    (h1 : ∫ x, ρ x = 1) {b : ℝ} (hb : 0 < b) (δ : ℝ) :
    Integrable (fun x => ρ x * lorentzian b (x - δ)) ∧
      ∫ x, ρ x * lorentzian b (x - δ) ≤ 1 / (π * b) := by
  have hint : Integrable (fun x => ρ x * (1 / (π * b))) := hρ.mul_const _
  -- replace the emitter line by its peak value
  have hle : ∀ x, ρ x * lorentzian b (x - δ) ≤ ρ x * (1 / (π * b)) := fun x =>
    mul_le_mul_of_nonneg_left (lorentzian_bounds hb _).2 (h0 x)
  have hm : Measurable (fun x => lorentzian b (x - δ)) := by
    unfold lorentzian
    fun_prop
  have hI : Integrable (fun x => ρ x * lorentzian b (x - δ)) :=
    hint.mono' (hρ.aestronglyMeasurable.mul hm.aestronglyMeasurable)
      (ae_of_all _ fun x =>
        (Real.norm_of_nonneg (mul_nonneg (h0 x) (lorentzian_bounds hb _).1.le)).le.trans (hle x))
  refine ⟨hI, ?_⟩
  calc ∫ x, ρ x * lorentzian b (x - δ) ≤ ∫ x, ρ x * (1 / (π * b)) := integral_mono hI hint hle
    _ = 1 / (π * b) := by rw [integral_mul_const, h1, one_mul]
```

Without `h1`, a spectrum of area $N$ gives the bound $N/(\pi b)$: several modes under the emitter line can exceed the single-mode cap. Without `h0` the bound fails: $\rho = 2L_{b/2}-L_{9b}$ has unit area and negative tails, and by the closed form its overlap with $L_b$ is $(4/3-1/10)/(\pi b)>1/(\pi b)$. The inequality of the theorem is non-strict, and no closed form for $\delta\neq0$ is derived.

Taking $\rho=L_a$ and $\delta=0$ shows that $L_aL_b$ is integrable; `ha` supplies all three conditions on $\rho$.

```lean
/-- The product of two Lorentzians of positive half-widths is integrable. -/
theorem integrable_product {a b : ℝ} (ha : 0 < a) (hb : 0 < b) :
    Integrable (fun x => lorentzian a x * lorentzian b x) := by
  have h := (overlap_cap_general (lorentzian_normalised ha).1
    (fun x => (lorentzian_bounds ha x).1.le) (lorentzian_normalised ha).2 hb 0).1
  simpa only [sub_zero] using h
```

## Equal widths and the integral of a derivative over the whole line

The main theorem does not assume $a\neq b$, but partial fractions divide by $b^2-a^2$, so $a=b$ is treated separately. With the dispersive profile $f(x)=x/(x^2+a^2)$,

$$f'(x) = \frac{a^2-x^2}{(x^2+a^2)^2} = \frac{2a^2}{(x^2+a^2)^2}-\frac{1}{x^2+a^2} = 2\pi^2L_a^2-\frac{\pi}{a}L_a .$$

Since $|f(x)|\le 1/|x|$ for $x\ne0$, $f$ vanishes at both ends, so $0 = 2\pi^2\,O(a,a)-\pi/a$ and $O(a,a)=1/(2\pi a)$. The hypothesis $a>0$ enters as follows: $a\ne0$ makes $f$ differentiable at $x=0$, $f'$ integrable and the coefficient $\pi/a$ defined, and the sign of $a$ gives $L_a$ the area $+1$.

The step $\int f' = f(\infty)-f(-\infty)$ is Mathlib's `integral_of_hasDerivAt_of_tendsto`. It takes four inputs: a derivative at every real point, integrability of that derivative, and the limits of $f$ along the filters `atBot` and `atTop`, which express $x\to-\infty$ and $x\to+\infty$. It returns the integral as the upper limit minus the lower one, which is why `hk` has the right-hand side `0 - 0`. The limits alone would fix only the improper integral, the limit of integrals over growing intervals; integrability identifies this with the Lebesgue integral over $\mathbb{R}$ that defines `overlap`. The inputs are `hd` (quotient rule, then clearing denominators with `hp`), the difference of the integrable functions built from `hI` and `hL`, and `hbot`, `htop`, both squeezed to zero by `hbd`. The same two integrability facts allow `integral_sub` to split the integral, after which `h1` inserts the unit area.

```lean
/-- For equal half-widths `a > 0` the overlap is `1/(2π a)`. -/
theorem overlap_self {a : ℝ} (ha : 0 < a) : overlap a a = 1 / (2 * π * a) := by
  have hpi := pi_pos
  obtain ⟨hL, h1⟩ := lorentzian_normalised ha
  have hI := integrable_product ha ha
  have hp : ∀ x : ℝ, 0 < x ^ 2 + a ^ 2 := fun x => by positivity
  -- 2π² L² - (π/a) L is the derivative of the dispersive profile x/(x² + a²)
  have hd : ∀ x : ℝ, HasDerivAt (fun x : ℝ => x / (x ^ 2 + a ^ 2))
      (2 * π ^ 2 * (lorentzian a x * lorentzian a x) - π / a * lorentzian a x) x := by
    intro x
    have h2 : HasDerivAt (fun x : ℝ => x ^ 2 + a ^ 2) (2 * x) x := by
      simpa using (hasDerivAt_pow 2 x).add_const (a ^ 2)
    refine ((hasDerivAt_id' x).fun_div h2 (hp x).ne').congr_deriv ?_
    have hx := hp x
    unfold lorentzian
    field_simp
    ring
  -- the dispersive profile vanishes at both ends
  have hbd : ∀ x : ℝ, ‖x / (x ^ 2 + a ^ 2)‖ ≤ |x|⁻¹ := by
    intro x
    by_cases hx : x = 0
    · simp [hx]
    · rw [Real.norm_eq_abs, abs_div, abs_of_pos (hp x), inv_eq_one_div,
        div_le_div_iff₀ (hp x) (abs_pos.2 hx)]
      nlinarith [abs_mul_abs_self x, sq_nonneg a]
  have hbot : Tendsto (fun x : ℝ => x / (x ^ 2 + a ^ 2)) atBot (𝓝 0) :=
    squeeze_zero_norm hbd (tendsto_inv_atTop_zero.comp tendsto_abs_atBot_atTop)
  have htop : Tendsto (fun x : ℝ => x / (x ^ 2 + a ^ 2)) atTop (𝓝 0) :=
    squeeze_zero_norm hbd (tendsto_inv_atTop_zero.comp tendsto_abs_atTop_atTop)
  have hk : ∫ x, (2 * π ^ 2 * (lorentzian a x * lorentzian a x) - π / a * lorentzian a x)
      = 0 - 0 :=
    integral_of_hasDerivAt_of_tendsto hd ((hI.const_mul _).sub (hL.const_mul _)) hbot htop
  rw [integral_sub (hI.const_mul _) (hL.const_mul _), integral_const_mul, integral_const_mul,
    h1] at hk
  have hv : overlap a a = (π / a) / (2 * π ^ 2) := by
    unfold overlap
    rw [eq_div_iff (by positivity)]
    linarith
  rw [hv]
  field_simp
```

## Unequal widths

For $a\ne b$,

$$\frac{1}{(x^2+a^2)(x^2+b^2)} = \frac{1}{b^2-a^2}\left[\frac{1}{x^2+a^2}-\frac{1}{x^2+b^2}\right].$$

Multiplying by $ab/\pi^2$ gives $L_aL_b = (b\,L_a-a\,L_b)/(\pi(b^2-a^2))$. Both lines have unit area, so

$$O(a,b)=\frac{b-a}{\pi(b^2-a^2)}=\frac{1}{\pi(a+b)} .$$

`overlap_eq` states this for all `0 < a` and `0 < b`. It splits on `a = b` and calls `overlap_self` in the first branch. In the second, `hd` factors $b^2-a^2=(b-a)(b+a)$: the first factor is non-zero by the case assumption, the second by positivity of the widths. `hpf` is the partial-fraction identity, and `hA1`, `hB1` are the two areas. If one width is negative and the other positive, the overlap is $-1/(\pi(|a|+|b|))$ and the formula is false.

```lean
/-- The overlap of Lorentzians of half-widths `a, b > 0` with a common centre is
`1/(π (a + b))`. -/
theorem overlap_eq {a b : ℝ} (ha : 0 < a) (hb : 0 < b) : overlap a b = 1 / (π * (a + b)) := by
  have hpi := pi_pos
  by_cases hab : a = b
  · subst hab
    rw [overlap_self ha]
    congr 1
    ring
  · obtain ⟨hA, hA1⟩ := lorentzian_normalised ha
    obtain ⟨hB, hB1⟩ := lorentzian_normalised hb
    have hd : b ^ 2 - a ^ 2 ≠ 0 := by
      have h : b ^ 2 - a ^ 2 = (b - a) * (b + a) := by ring
      rw [h]
      exact mul_ne_zero (sub_ne_zero.2 (Ne.symm hab)) (by positivity)
    -- partial fractions
    have hpf : ∀ x, lorentzian a x * lorentzian b x
        = b / (π * (b ^ 2 - a ^ 2)) * lorentzian a x
          - a / (π * (b ^ 2 - a ^ 2)) * lorentzian b x := by
      intro x
      have hx : 0 < x ^ 2 + a ^ 2 := by positivity
      have hy : 0 < x ^ 2 + b ^ 2 := by positivity
      unfold lorentzian
      field_simp
      ring
    have hs : 0 < a + b := by positivity
    unfold overlap
    simp_rw [hpf]
    rw [integral_sub (hA.const_mul _) (hB.const_mul _), integral_const_mul, integral_const_mul,
      hA1, hB1]
    field_simp
    ring
```

## The cavity width approaching zero from above

From $a>0$ follows $\pi(a+b)>\pi b>0$, and taking reciprocals gives the strict bound. In `overlap_lt` the term `mul_pos hpi ha` is the gap $\pi a>0$, and `hb` makes the smaller denominator positive.

```lean
/-- For half-widths `a > 0` and `b > 0` the overlap is strictly below `1/(π b)`. -/
theorem overlap_lt {a b : ℝ} (ha : 0 < a) (hb : 0 < b) : overlap a b < 1 / (π * b) := by
  have hpi := pi_pos
  rw [overlap_eq ha hb]
  exact one_div_lt_one_div_of_lt (by positivity) (by nlinarith [mul_pos hpi ha])
```

The function $a\mapsto1/(\pi(a+b))$ is continuous at $a=0$ because $b>0$, with value $1/(\pi b)$, and it coincides with $O(a,b)$ for $a>0$. Hence the bound is approached and no smaller constant works for all $a>0$. The filter `𝓝[>] 0` means $a\to0^+$. The proof obtains the two-sided limit `h2` of the closed form, restricts it to the right, and replaces the closed form by `overlap` where `overlap_eq` applies. The restriction is needed: $O(0,b)=0$, and from the left the overlap tends to $-1/(\pi b)$. As $b$ shrinks the cap grows without bound, so it is a statement about fixed emitter broadening.

```lean
/-- For `b > 0`, as the cavity half-width tends to zero from above, the overlap tends to `1/(π b)`.
-/
theorem overlap_tendsto {b : ℝ} (hb : 0 < b) :
    Tendsto (fun a => overlap a b) (𝓝[>] 0) (𝓝 (1 / (π * b))) := by
  have hpi := pi_pos
  have h : Tendsto (fun a : ℝ => π * (a + b)) (𝓝 0) (𝓝 (π * b)) :=
    Continuous.tendsto' (by fun_prop) 0 _ (by simp)
  have h2 : Tendsto (fun a : ℝ => 1 / (π * (a + b))) (𝓝 0) (𝓝 (1 / (π * b))) :=
    tendsto_const_nhds.div h (by positivity)
  refine (h2.mono_left nhdsWithin_le_nhds).congr' ?_
  filter_upwards [self_mem_nhdsWithin] with a ha
  exact (overlap_eq ha hb).symm
```

## Non-zero coupling and positive background rate

Inserting the overlap,

$$F = \frac{2\pi g^2}{\gamma_0}\,\frac{1}{\pi(a+b)} = \frac{2g^2}{\gamma_0(a+b)} < \frac{2g^2}{\gamma_0 b},$$

where the inequality compares the denominators $\gamma_0(a+b)>\gamma_0b>0$ under a positive numerator. In full widths $\kappa=2a$ and $\Gamma=2b$ this reads $F=4g^2/(\gamma_0(\kappa+\Gamma))$.

`hg` says that the emitter couples to the mode, with either sign of $g$. It is used only for $2g^2>0$ in `div_lt_div_of_pos_left`; at $g=0$ both sides vanish, so the equality survives and the strict inequality does not. `hγ` says that the emitter decays without the cavity. It makes the denominators non-zero in the cross-multiplication `div_eq_div_iff` and gives the gap `mul_pos hγ ha`. At $\gamma_0=0$ the ratio has no meaning, and a negative $\gamma_0$ would reverse the inequality. `purcellFactor_cap` concerns resonant Lorentzians; for other cavity spectra or a detuned emitter, the statement proved is the non-strict overlap bound of `overlap_cap_general`.

```lean
/-- For `g ≠ 0`, `γ₀ > 0` and `b > 0` the Purcell factor equals `2 g²/(γ₀ (a + b))` and is strictly
below `2 g²/(γ₀ b)` for every cavity half-width `a > 0`. -/
theorem purcellFactor_cap {g γ₀ a b : ℝ} (hg : g ≠ 0) (hγ : 0 < γ₀) (ha : 0 < a) (hb : 0 < b) :
    purcellFactor g γ₀ a b = 2 * g ^ 2 / (γ₀ * (a + b)) ∧
      purcellFactor g γ₀ a b < 2 * g ^ 2 / (γ₀ * b) := by
  have hpi := pi_pos
  have hs : 0 < a + b := by positivity
  have e : purcellFactor g γ₀ a b = 2 * g ^ 2 / (γ₀ * (a + b)) := by
    unfold purcellFactor
    rw [overlap_eq ha hb, mul_one_div, div_div, div_eq_div_iff (by positivity) (by positivity)]
    ring
  refine ⟨e, ?_⟩
  rw [e]
  exact div_lt_div_of_pos_left (by positivity) (by positivity) (by nlinarith [mul_pos hγ ha])

end

end LorentzianOverlap
```

```lean
#print axioms LorentzianOverlap.overlap_lt
#print axioms LorentzianOverlap.overlap_tendsto
#print axioms LorentzianOverlap.purcellFactor_cap
```

```
'LorentzianOverlap.overlap_lt' depends on axioms: [propext, Classical.choice, Quot.sound]
'LorentzianOverlap.overlap_tendsto' depends on axioms: [propext, Classical.choice, Quot.sound]
'LorentzianOverlap.purcellFactor_cap' depends on axioms: [propext, Classical.choice, Quot.sound]
```
